# Inverse-power averages and first-order fine structure of circular hydrogenic states

The first-order fine-structure shift of a one-electron atom in a circular state with non-zero orbital angular momentum can be found from the radial averages of $1/r$, $1/r^2$ and $1/r^3$, and each is taken here as a quotient of two integrals, so that the radial function need not be normalised. A circular state has the largest orbital quantum number allowed by its principal quantum number $n$, namely $l=n-1$. In atomic units, with nuclear charge $Z>0$, its reduced radial function ($r$ times the radial wave function) is proportional to

$$u(r)=r^n e^{-Zr/n},\qquad \langle f\rangle=\frac{\int_0^\infty f\,u^2\,dr}{\int_0^\infty u^2\,dr}.$$

For $n\ge 2$ the averages are

$$\Big\langle\frac1r\Big\rangle=\frac{Z}{n^2},\quad \Big\langle\frac1{r^2}\Big\rangle=\frac{Z^2}{n^3(n-\frac12)},\quad \Big\langle\frac1{r^3}\Big\rangle=\frac{Z^3}{n^4(n-\frac12)(n-1)}.$$

At $Z=1$ the weight $u^2$ is $r^{2n}e^{-2r/n}$. The results can serve as reference values for the radial quadrature in an atomic-structure program, within the non-relativistic one-electron model and for circular states only.

## From the radial equation to the energy shift

Differentiation gives $u'=(n/r-Z/n)u$, and once more

$$u''=\Big[\Big(\frac nr-\frac Zn\Big)^2-\frac n{r^2}\Big]u=\Big[\frac{n(n-1)}{r^2}-\frac{2Z}{r}+\frac{Z^2}{n^2}\Big]u.$$

Hence $-\frac12u''+\big[\frac{n(n-1)}{2r^2}-\frac Zr\big]u=Eu$ with $E=-Z^2/(2n^2)$, which is the radial Schrödinger equation for $l=n-1$.

For $b>0$, integration by parts lowers the power in $\int_0^\infty r^k e^{-br}dr$ by one and yields a factor $k/b$. Since the integral is $1/b$ at $k=0$, it equals $k!/b^{k+1}$. With $b=2Z/n$ and $k\le 2n$,

$$\int_0^\infty\frac{u^2}{r^k}dr=\frac{(2n-k)!}{b^{2n-k+1}},\qquad \Big\langle\frac1{r^k}\Big\rangle=\frac{(2n-k)!}{(2n)!}\Big(\frac{2Z}n\Big)^k.$$

The case $k=0$ shows that the normalised function is $\sqrt{b^{2n+1}/(2n)!}\;u$. For $k=1,2,3$ the factorial ratio is $1/(2n)$, $1/[2n(2n-1)]$ and $1/[2n(2n-1)(2n-2)]$, which gives the three stated averages.

The perturbation consists of the kinetic correction and the spin-orbit term,

$$W=-\frac{\alpha^2}2\Big(E+\frac Zr\Big)^2+\frac{\alpha^2Z}{2}\frac{s}{r^3},\qquad s=\tfrac12\big[j(j+1)-l(l+1)-\tfrac34\big].$$

Here $\alpha$ is the fine-structure constant, which sets the size of relativistic corrections, $j$ is the total angular momentum, and $s$ is the value of $\mathbf L\cdot\mathbf S$ for spin $\frac12$. Expanding the square and inserting the averages gives

$$\langle W\rangle=-\frac{\alpha^2Z^4}{2n^4}\Big[\frac{n}{n-\frac12}-\frac{s}{(n-\frac12)(n-1)}-\frac34\Big].$$

If $j=l+\frac12$, then $s=(n-1)/2$ and the first two terms add to $1$. If $j=l-\frac12$, then $s=-n/2$ and they add to $n/(n-1)$. Both values equal $n/(j+\frac12)$, so

$$\langle W\rangle=-\frac{\alpha^2Z^4}{2n^4}\Big(\frac n{j+\frac12}-\frac34\Big).$$

## The state, the average and the perturbation in Lean

```lean
import Mathlib

open MeasureTheory Set Filter
open scoped Nat Topology

noncomputable section

namespace HydrogenCircularStates
```

The charge `Z` and the radius `r` are real numbers, and `n` is a natural number. The function $u$ is `circularRadial`.

```lean
/-- Unnormalised reduced radial function `u(r) = r^n exp(-Z r / n)` of the circular state
with principal quantum number `n ≥ 1` and nuclear charge `Z`, in atomic units. -/
def circularRadial (Z : ℝ) (n : ℕ) (r : ℝ) : ℝ := r ^ n * Real.exp (-(Z * r / n))

/-- Bohr energy `-Z² / (2 n²)` in atomic units, for `n ≥ 1`. -/
def bohrEnergy (Z : ℝ) (n : ℕ) : ℝ := -(Z ^ 2 / (2 * (n : ℝ) ^ 2))
```

The set `Ioi 0` is the half-line $r>0$, and `radialAverage` is the quotient $\langle f\rangle$.

```lean
/-- Normalised average of a radial function `f` in the circular state, for `Z > 0` and
`n ≥ 1`. -/
def radialAverage (Z : ℝ) (n : ℕ) (f : ℝ → ℝ) : ℝ :=
  (∫ r in Ioi (0 : ℝ), f r * circularRadial Z n r ^ 2) /
    ∫ r in Ioi (0 : ℝ), circularRadial Z n r ^ 2
```

The perturbation $W$ is a function of $r$, with the value of $\mathbf L\cdot\mathbf S$ already inserted.

```lean
/-- Fine-structure perturbation on `r > 0` for `n ≥ 1`: the kinetic correction
`-(α²/2)(E - V)²` with `V = -Z/r`, plus the spin-orbit term `(α² Z/2) ⟨L·S⟩ / r³` for spin 1/2,
`l = n - 1` and total angular momentum `j`. -/
def fineStructure (Z α : ℝ) (n : ℕ) (j r : ℝ) : ℝ :=
  -(α ^ 2 / 2) * (bohrEnergy Z n + Z / r) ^ 2 +
    α ^ 2 * Z / 2 * ((j * (j + 1) - ((n : ℝ) - 1) * n - 3 / 4) / 2) / r ^ 3
```

That $\langle W\rangle$ is the first-order fine-structure shift for $n\ge2$ is a physical step that is not formalised here: it rests on perturbation theory in states of definite $l$ and $j$, where the kinetic operator may be replaced by $E+Z/r$.

## The radial equation

This theorem identifies $u$ as a hydrogenic solution. In its proof, `h1` is the formula for $u'$ at every positive point. Because it holds in a neighbourhood of $r$, it can be differentiated again, and `field_simp` and `ring` finish the algebra.

```lean
/-- For `n ≥ 1` and `r > 0` the circular radial function solves the radial Schrödinger equation
with `l = n - 1` and the Bohr energy. -/
theorem radial_schrodinger (Z : ℝ) {n : ℕ} (hn : 0 < n) {r : ℝ} (hr : 0 < r) :
    -(1 / 2) * deriv (deriv (circularRadial Z n)) r +
      (((n : ℝ) - 1) * n / (2 * r ^ 2) - Z / r) * circularRadial Z n r =
      bohrEnergy Z n * circularRadial Z n r := by
  have hn0 : (n : ℝ) ≠ 0 := by exact_mod_cast hn.ne'
  have hr0 : r ≠ 0 := hr.ne'
  -- first derivative on the half line
  have h1 : ∀ x : ℝ, 0 < x → HasDerivAt (circularRadial Z n)
      (((n : ℝ) * x⁻¹ - Z / n) * circularRadial Z n x) x := by
    intro x hx
    have h2 : HasDerivAt (fun y : ℝ => -(Z * y / n)) (-(Z / n)) x :=
      (((hasDerivAt_id' x).const_mul Z).div_const (n : ℝ)).fun_neg.congr_deriv (by ring)
    have hp : (n : ℝ) * x ^ (n - 1) = n * x⁻¹ * x ^ n := by
      rw [← pow_sub_one_mul hn.ne' x]
      generalize x ^ (n - 1) = y
      field_simp
    refine ((hasDerivAt_pow n x).fun_mul h2.exp).congr_deriv ?_
    simp only [circularRadial]
    linear_combination Real.exp (-(Z * x / n)) * hp
  -- second derivative at r
  have h3 : HasDerivAt (fun x : ℝ => (n : ℝ) * x⁻¹ - Z / n) (-((n : ℝ) / r ^ 2)) r :=
    (((hasDerivAt_inv hr0).const_mul (n : ℝ)).sub_const (Z / n)).congr_deriv (by ring)
  have hd := h3.fun_mul (h1 r hr)
  have he : deriv (circularRadial Z n) =ᶠ[𝓝 r]
      fun x => ((n : ℝ) * x⁻¹ - Z / n) * circularRadial Z n x := by
    filter_upwards [Ioi_mem_nhds hr] with x hx
    exact (h1 x hx).deriv
  rw [he.deriv_eq, hd.deriv]
  unfold bohrEnergy
  generalize circularRadial Z n r = w
  field_simp
  ring
```

## Moments and integrability

The factorial integral comes from Mathlib's Gamma integral instead of repeated integration by parts.

```lean
/-- The exponential moment integral `∫ r^k exp(-b r) dr = k! / b^(k+1)` over `r > 0`,
for `b > 0`. -/
theorem exponential_moment (k : ℕ) {b : ℝ} (hb : 0 < b) :
    ∫ r in Ioi (0 : ℝ), r ^ k * Real.exp (-(b * r)) = (k ! : ℝ) / b ^ (k + 1) := by
  have h := Real.integral_rpow_mul_exp_neg_mul_Ioi
    (show (0 : ℝ) < (k : ℝ) + 1 by positivity) hb
  rw [Real.Gamma_nat_eq_factorial] at h
  simp only [add_sub_cancel_right, Real.rpow_natCast] at h
  have e := Real.rpow_natCast (1 / b) (k + 1)
  rw [Nat.cast_add, Nat.cast_one] at e
  rw [h, e, one_div, inv_pow, div_eq_inv_mul]
```

The next theorem cancels $r^k$ against $r^{2n}$ and merges the two exponentials. It also states integrability, which follows from the value: Lean assigns zero to the integral of a non-integrable function, and this integral is positive.

```lean
/-- For `Z > 0`, `n ≥ 1` and `k ≤ 2n`, the density `u²` weighted with `1/r^k` is integrable on
`r > 0`, with integral `(2n-k)! / (2Z/n)^(2n-k+1)`. -/
theorem integral_inv_pow {Z : ℝ} (hZ : 0 < Z) {n : ℕ} (hn : 0 < n) {k : ℕ} (hk : k ≤ 2 * n) :
    Integrable (fun r : ℝ => 1 / r ^ k * circularRadial Z n r ^ 2)
      (volume.restrict (Ioi 0)) ∧
    ∫ r in Ioi (0 : ℝ), 1 / r ^ k * circularRadial Z n r ^ 2 =
      ((2 * n - k)! : ℝ) / (2 * Z / n) ^ (2 * n - k + 1) := by
  have hn' : (0 : ℝ) < n := by exact_mod_cast hn
  have hb : 0 < 2 * Z / (n : ℝ) := by positivity
  have hI : ∫ r in Ioi (0 : ℝ), 1 / r ^ k * circularRadial Z n r ^ 2 =
      ((2 * n - k)! : ℝ) / (2 * Z / n) ^ (2 * n - k + 1) := by
    rw [← exponential_moment (2 * n - k) hb]
    refine setIntegral_congr_fun measurableSet_Ioi (fun r hr => ?_)
    have hr0 : r ^ k ≠ 0 := pow_ne_zero _ (ne_of_gt hr)
    have hp : r ^ (2 * n) = r ^ (2 * n - k) * r ^ k := by
      rw [← pow_add, Nat.sub_add_cancel hk]
    have he : Real.exp (-(Z * r / n)) ^ 2 = Real.exp (-(2 * Z / n * r)) := by
      rw [pow_two, ← Real.exp_add]
      congr 1
      ring
    simp only [circularRadial]
    rw [mul_pow, ← pow_mul, mul_comm n 2, hp, he]
    generalize r ^ k = y at hr0 ⊢
    field_simp
  refine ⟨?_, hI⟩
  -- a non-integrable function would have integral zero
  by_contra h
  have h0 := hI.symm.trans (integral_undef h)
  have hpos : (0 : ℝ) < ((2 * n - k)! : ℝ) / (2 * Z / n) ^ (2 * n - k + 1) := by positivity
  exact hpos.ne' h0
```

Dividing by the case $k=0$ gives the general average.

```lean
/-- For `Z > 0`, `n ≥ 1` and `k ≤ 2n`, the average of `1/r^k` in the circular state is
`(2n-k)!/(2n)! · (2Z/n)^k`. -/
theorem average_inv_pow {Z : ℝ} (hZ : 0 < Z) {n : ℕ} (hn : 0 < n) {k : ℕ} (hk : k ≤ 2 * n) :
    radialAverage Z n (fun r => 1 / r ^ k) =
      ((2 * n - k)! : ℝ) / ((2 * n)! : ℝ) * (2 * Z / n) ^ k := by
  have hn' : (0 : ℝ) < n := by exact_mod_cast hn
  have hb : 2 * Z / (n : ℝ) ≠ 0 := by positivity
  have hden := (integral_inv_pow hZ hn (Nat.zero_le (2 * n))).2
  simp only [pow_zero, div_one, one_mul, Nat.sub_zero] at hden
  have hpow : (2 * Z / (n : ℝ)) ^ (2 * n + 1) =
      (2 * Z / n) ^ (2 * n - k + 1) * (2 * Z / n) ^ k := by
    rw [← pow_add]
    congr 1
    omega
  have hx := pow_ne_zero (2 * n - k + 1) hb
  have hy := pow_ne_zero k hb
  have hf : ((2 * n)! : ℝ) ≠ 0 := by positivity
  unfold radialAverage
  rw [(integral_inv_pow hZ hn hk).2, hden, hpow]
  generalize (2 * Z / (n : ℝ)) ^ (2 * n - k + 1) = x at hx ⊢
  generalize (2 * Z / (n : ℝ)) ^ k = y at hy ⊢
  field_simp
```

## The three averages

The equations `f0`, `f1` and `f2` step down from $(2n)!$ to $(2n-3)!$, one factor at a time. Each part of the theorem then cancels the common factorial.

```lean
/-- For nuclear charge `Z > 0` and `n ≥ 2`, the circular-state averages of `1/r`, `1/r²` and
`1/r³` are `Z/n²`, `Z²/(n³(n-1/2))` and `Z³/(n⁴(n-1/2)(n-1))`. -/
theorem circular_averages {Z : ℝ} (hZ : 0 < Z) {n : ℕ} (hn : 2 ≤ n) :
    radialAverage Z n (fun r => 1 / r) = Z / (n : ℝ) ^ 2 ∧
    radialAverage Z n (fun r => 1 / r ^ 2) = Z ^ 2 / ((n : ℝ) ^ 3 * (n - 1 / 2)) ∧
    radialAverage Z n (fun r => 1 / r ^ 3) =
      Z ^ 3 / ((n : ℝ) ^ 4 * (n - 1 / 2) * (n - 1)) := by
  have hn2 : (2 : ℝ) ≤ n := by exact_mod_cast hn
  have hn0 : (n : ℝ) ≠ 0 := by linarith
  have hp : (n : ℝ) - 1 / 2 ≠ 0 := by linarith
  have hq : (n : ℝ) - 1 ≠ 0 := by linarith
  have g : ∀ i : ℕ, ((i + 1)! : ℝ) = ((i : ℝ) + 1) * (i ! : ℝ) := fun i => by
    exact_mod_cast Nat.factorial_succ i
  -- step down the factorials
  have f0 : ((2 * n)! : ℝ) = 2 * n * ((2 * n - 1)! : ℝ) := by
    have h := g (2 * n - 1)
    rw [show 2 * n - 1 + 1 = 2 * n by omega, Nat.cast_sub (by omega : 1 ≤ 2 * n)] at h
    push_cast at h
    linear_combination h
  have f1 : ((2 * n - 1)! : ℝ) = 2 * ((n : ℝ) - 1 / 2) * ((2 * n - 2)! : ℝ) := by
    have h := g (2 * n - 2)
    rw [show 2 * n - 2 + 1 = 2 * n - 1 by omega, Nat.cast_sub (by omega : 2 ≤ 2 * n)] at h
    push_cast at h
    linear_combination h
  have f2 : ((2 * n - 2)! : ℝ) = 2 * ((n : ℝ) - 1) * ((2 * n - 3)! : ℝ) := by
    have h := g (2 * n - 3)
    rw [show 2 * n - 3 + 1 = 2 * n - 2 by omega, Nat.cast_sub (by omega : 3 ≤ 2 * n)] at h
    push_cast at h
    linear_combination h
  have k1 : ((2 * n - 1)! : ℝ) ≠ 0 := by positivity
  have k2 : ((2 * n - 2)! : ℝ) ≠ 0 := by positivity
  have k3 : ((2 * n - 3)! : ℝ) ≠ 0 := by positivity
  refine ⟨?_, ?_, ?_⟩
  · have h := average_inv_pow hZ (by omega : 0 < n) (by omega : 1 ≤ 2 * n)
    simp only [pow_one] at h
    rw [h, f0]
    field_simp
  · rw [average_inv_pow hZ (by omega) (by omega), f0, f1]
    generalize (n : ℝ) - 1 / 2 = p at hp ⊢
    field_simp
  · rw [average_inv_pow hZ (by omega) (by omega), f0, f1, f2]
    generalize (n : ℝ) - 1 / 2 = p at hp ⊢
    generalize (n : ℝ) - 1 = q at hq ⊢
    field_simp
```

## The fine-structure shift

Averaging $W$ term by term requires each term to be integrable. With the integrability from `integral_inv_pow`, the following theorem justifies this averaging for any real coefficients `c k` and inverse powers up to $2n$.

```lean
/-- For `Z > 0` and `n ≥ 1`, averaging is linear on finite combinations of the inverse powers
`1/r^k` with `k ≤ 2n`. -/
theorem average_sum {Z : ℝ} (hZ : 0 < Z) {n : ℕ} (hn : 0 < n) {m : ℕ} (hm : m ≤ 2 * n + 1)
    (c : ℕ → ℝ) :
    radialAverage Z n (fun r => ∑ k ∈ Finset.range m, c k * (1 / r ^ k)) =
      ∑ k ∈ Finset.range m, c k * radialAverage Z n (fun r => 1 / r ^ k) := by
  have h : ∀ r : ℝ, (∑ k ∈ Finset.range m, c k * (1 / r ^ k)) * circularRadial Z n r ^ 2 =
      ∑ k ∈ Finset.range m, c k * (1 / r ^ k * circularRadial Z n r ^ 2) := fun r => by
    rw [Finset.sum_mul]
    exact Finset.sum_congr rfl (fun k _ => mul_assoc _ _ _)
  unfold radialAverage
  simp only [h]
  rw [MeasureTheory.integral_finsetSum _ (fun k hk => (integral_inv_pow hZ hn
    (by have := Finset.mem_range.mp hk; omega : k ≤ 2 * n)).1.const_mul (c k)), Finset.sum_div]
  refine Finset.sum_congr rfl (fun k _ => ?_)
  rw [integral_const_mul, mul_div_assoc]
```

The final theorem allows any real $\alpha$, and its hypothesis `hj` lists the two values $j=l\pm\frac12$. The proof writes $W$ as a sum over $k=0,\dots,3$, inserts the averages, and treats the two values of $j$ separately, as in the derivation above.

```lean
/-- For `Z > 0`, `n ≥ 2` and `j = l ± 1/2` with `l = n - 1`, the average of the perturbation
`fineStructure` in the circular state is `-(α² Z⁴ / (2 n⁴)) (n/(j + 1/2) - 3/4)`. -/
theorem fine_structure_shift {Z : ℝ} (hZ : 0 < Z) (α : ℝ) {n : ℕ} (hn : 2 ≤ n) {j : ℝ}
    (hj : j = (n : ℝ) - 1 + 1 / 2 ∨ j = (n : ℝ) - 1 - 1 / 2) :
    radialAverage Z n (fineStructure Z α n j) =
      -(α ^ 2 * Z ^ 4 / (2 * (n : ℝ) ^ 4)) * (n / (j + 1 / 2) - 3 / 4) := by
  have hn2 : (2 : ℝ) ≤ n := by exact_mod_cast hn
  have hn0 : (n : ℝ) ≠ 0 := by linarith
  have hq : (n : ℝ) - 1 ≠ 0 := by linarith
  have hp : 2 * (n : ℝ) - 1 ≠ 0 := by linarith
  obtain ⟨s, hs⟩ : ∃ s : ℝ, s = (j * (j + 1) - ((n : ℝ) - 1) * n - 3 / 4) / 2 := ⟨_, rfl⟩
  -- expand the perturbation in inverse powers of r
  obtain ⟨c, c0, c1, c2, c3⟩ : ∃ c : ℕ → ℝ, c 0 = -(α ^ 2 / 2) * bohrEnergy Z n ^ 2 ∧
      c 1 = -(α ^ 2 * bohrEnergy Z n * Z) ∧ c 2 = -(α ^ 2 / 2) * Z ^ 2 ∧
      c 3 = α ^ 2 * Z / 2 * s :=
    ⟨fun k => match k with
      | 0 => -(α ^ 2 / 2) * bohrEnergy Z n ^ 2
      | 1 => -(α ^ 2 * bohrEnergy Z n * Z)
      | 2 => -(α ^ 2 / 2) * Z ^ 2
      | _ => α ^ 2 * Z / 2 * s, rfl, rfl, rfl, rfl⟩
  have hW : fineStructure Z α n j =
      fun r => ∑ k ∈ Finset.range 4, c k * (1 / r ^ k) := by
    funext r
    simp only [fineStructure, Finset.sum_range_succ, Finset.sum_range_zero, c0, c1, c2, c3,
      ← hs]
    ring
  have a0 : radialAverage Z n (fun r => 1 / r ^ 0) = 1 := by
    rw [average_inv_pow hZ (by omega) (Nat.zero_le _), Nat.sub_zero, pow_zero, mul_one]
    exact div_self (by positivity)
  obtain ⟨a1, a2, a3⟩ := circular_averages hZ hn
  have a1' : radialAverage Z n (fun r => 1 / r ^ 1) = Z / (n : ℝ) ^ 2 := by
    simpa only [pow_one] using a1
  rw [hW, average_sum hZ (by omega) (by omega)]
  simp only [Finset.sum_range_succ, Finset.sum_range_zero, c0, c1, c2, c3]
  rw [a0, a1', a2, a3, show (n : ℝ) - 1 / 2 = (2 * n - 1) / 2 by ring]
  unfold bohrEnergy
  -- the two values of j fix the spin-orbit factor
  rcases hj with hj | hj
  · have hs' : s = ((n : ℝ) - 1) / 2 := by rw [hs, hj]; ring
    rw [hs', show j + 1 / 2 = (n : ℝ) by rw [hj]; ring]
    field_simp
    ring
  · have hs' : s = -(n : ℝ) / 2 := by rw [hs, hj]; ring
    rw [hs', show j + 1 / 2 = (n : ℝ) - 1 by rw [hj]; ring]
    field_simp
    ring

end HydrogenCircularStates
```

The condition $n\ge2$ cannot be weakened to $n\ge1$. For $n=1$ and $j=\frac12$ the spin-orbit term vanishes, while $\langle1/r\rangle=Z$ and $\langle1/r^2\rangle=2Z^2$. The average of $W$ is then

$$-\frac{\alpha^2}{2}\Big(\frac14-1+2\Big)Z^4=-\frac58\alpha^2Z^4,$$

whereas the formula would give $-\frac18\alpha^2Z^4$. The difference is the Darwin term, a contact interaction at the nucleus that contributes for $l=0$ and is absent from $W$.

```lean
#print axioms HydrogenCircularStates.radial_schrodinger
#print axioms HydrogenCircularStates.fine_structure_shift
```

```
'HydrogenCircularStates.radial_schrodinger' depends on axioms: [propext, Classical.choice, Quot.sound]
'HydrogenCircularStates.fine_structure_shift' depends on axioms: [propext, Classical.choice, Quot.sound]
```
